# With positive definite augmentation charges, unaugmented amplitudes over a complete orbital basis lose norm exactly when a projector overlaps the function

Take a one-dimensional space with one projector, a complex number \(b\), and one augmentation charge \(q>0\). The overlap operator is the number \(S=1+q|b|^2\). An orbital \(v\) normalised by \(\bar v S v=1\) has \(|v|^2=1/S\), so for any \(f\)

\[
|\bar v f|^2=\frac{|f|^2}{1+q|b|^2}.
\]

For \(b=1\) and \(q=3\) the squared amplitude is a quarter of \(|f|^2\). The orbital is short because augmentation supplies the rest of its norm, and a plain inner product with \(f\) does not include that part. Nothing is lost exactly when \(\bar b f=0\).

In \(\mathbb C^n\), let the columns of \(B\) be the projector functions, \(q\) the matrix of augmentation charges, and \(S=1+BqB^\dagger\). Write \(\langle x,y\rangle=\sum_i \bar x_i y_i\) and \(\|x\|^2=\langle x,x\rangle\). If \(q\) is positive definite and \(v_1,\dots,v_n\) satisfy \(\langle v_i,Sv_j\rangle=\delta_{ij}\), then for every \(f\)

\[
\sum_k|\langle v_k,f\rangle|^2=\langle f,S^{-1}f\rangle\le\|f\|^2,
\]

with equality exactly when \(B^\dagger f=0\). This matters when a sum over all states, occupied and empty, is evaluated by completeness in many-body perturbation theory with ultrasoft orbitals: in a finite basis with fixed \(S\), the complete sum \(\sum_k v_kv_k^\dagger\) is \(S^{-1}\), which differs from the identity unless \(B=0\).

## The overlap is the identity plus a projector term

The identity in \(S\) measures the pseudo norm, and \(BqB^\dagger\) adds the norm that the pseudo functions lack near the atoms. In Lean, `n` indexes the components of a vector in an orthonormal basis, such as plane waves, and `m` indexes the projectors. Both are finite. The projectors may be linearly dependent, and there may be none.

```lean
import Mathlib

open Matrix
open scoped ComplexOrder

namespace UltrasoftAmplitudes

noncomputable section

variable {n m : Type*} [Fintype n] [DecidableEq n] [Fintype m]

/-- The ultrasoft overlap operator `S = 1 + B q B†`, with the projector functions as the
columns of `B` and the augmentation charges in `q`. -/
def overlap (B : Matrix n m ℂ) (q : Matrix m m ℂ) : Matrix n n ℂ := 1 + B * q * Bᴴ
```

By hand, this form is used to show that \(S\) is positive definite, to write \(f=S(S^{-1}f)\) as \(S^{-1}f\) plus a combination of projector functions, and to see that \(B^\dagger f=0\) gives \(Sf=f\). The general proofs in Lean use the definition of `overlap` at these same three places, and the example at the end evaluates it.

For a general positive definite \(S\) the sum rule survives, but the bound can fail. In one dimension, \(S=1/2\) gives the weight \(2|f|^2\).

## There are as many S-orthonormal orbitals as dimensions

The condition \(\langle v_i,Sv_j\rangle=\delta_{ij}\) is the usual normalisation of ultrasoft orbitals. In `IsSOrthonormal` the family has type `n → n → ℂ`: the first index labels the orbital, the second its component. Using the same type for both fixes the number of orbitals at the dimension of the space, so occupied and empty states are all included.

```lean
/-- The orbitals `v k`, as many as the dimension of the space, satisfy `⟨v i, S v j⟩ = δ_ij`. -/
def IsSOrthonormal (S : Matrix n n ℂ) (v : n → n → ℂ) : Prop :=
  ∀ i j, star (v i) ⬝ᵥ (S *ᵥ v j) = if i = j then 1 else 0
```

The matrix \(C\) has the orbitals as columns, \(C_{ik}=(v_k)_i\).

```lean
/-- The coefficient matrix whose columns are the orbitals. -/
def orbitalMatrix (v : n → n → ℂ) : Matrix n n ℂ := Matrix.of fun i k => v k i
```

The two weights to be compared are real numbers. Lean's `⬝ᵥ` does not conjugate, so `star` on the left factor makes it the inner product above.

```lean
omit [DecidableEq n] in
/-- The squared pseudo norm `‖f‖²`, without augmentation. -/
def pseudoNormSq (f : n → ℂ) : ℝ := ∑ i, ‖f i‖ ^ 2

/-- The sum of the squared unaugmented amplitudes, `∑ₖ |⟨v k, f⟩|²`. -/
def amplitudeWeight (v : n → n → ℂ) (f : n → ℂ) : ℝ := ∑ k, ‖star (v k) ⬝ᵥ f‖ ^ 2
```

The next lemma identifies the real sum of squared moduli with \(\langle f,f\rangle\). The cast to `ℂ` lets it stand in an equation with complex inner products.

```lean
omit [DecidableEq n] in
/-- The squared pseudo norm is the plain inner product of `f` with itself. -/
theorem pseudoNormSq_coe (f : n → ℂ) : (pseudoNormSq f : ℂ) = star f ⬝ᵥ f := by
  unfold pseudoNormSq dotProduct
  push_cast
  exact Finset.sum_congr rfl fun i _ => (Complex.conj_mul' (f i)).symm
```

Such orbitals exist whenever \(S\) is positive definite; the columns of \(S^{-1/2}\) are one choice. For positive definite \(q\) this holds, since for \(x\neq0\)

\[
\langle x,Sx\rangle=\|x\|^2+\langle B^\dagger x,qB^\dagger x\rangle>0 .
\]

The lemma `overlap_posDef` adds the same two terms, one positive definite and one positive semidefinite.

```lean
/-- For positive definite augmentation charges the overlap operator is positive definite. -/
theorem overlap_posDef (B : Matrix n m ℂ) {q : Matrix m m ℂ} (hq : q.PosDef) :
    (overlap B q).PosDef :=
  Matrix.PosDef.one.add_posSemidef (hq.posSemidef.mul_mul_conjTranspose_same B)
```

The derivation by hand uses orthonormality and the number of orbitals together. The conditions read \(C^\dagger SC=1\), so \(C^\dagger S\) is a left inverse of \(C\). Because \(C\) is square, it is also a right inverse: \(CC^\dagger S=1\), and therefore \(CC^\dagger=S^{-1}\). In `completeness`, `h1` is the first equation, `mul_eq_one_comm` exchanges the two factors, and `Matrix.inv_eq_left_inv` identifies the inverse.

```lean
/-- Completeness of an S-orthonormal basis: its coefficient matrix satisfies `C C† = S⁻¹`. -/
theorem completeness {S : Matrix n n ℂ} {v : n → n → ℂ} (hv : IsSOrthonormal S v) :
    orbitalMatrix v * (orbitalMatrix v)ᴴ = S⁻¹ := by
  have h1 : (orbitalMatrix v)ᴴ * (S * orbitalMatrix v) = 1 := by
    ext i j
    rw [Matrix.one_apply]
    exact hv i j
  -- a one-sided inverse of a square matrix is two-sided
  rw [← Matrix.mul_assoc] at h1
  have h2 := mul_eq_one_comm.mp h1
  rw [← Matrix.mul_assoc] at h2
  exact (Matrix.inv_eq_left_inv h2).symm
```

The amplitudes are the components of \(C^\dagger f\), so

\[
\sum_k|\langle v_k,f\rangle|^2=\|C^\dagger f\|^2=\langle f,CC^\dagger f\rangle=\langle f,S^{-1}f\rangle .
\]

In `amplitudeWeight_eq` the first equality holds by definition (`rfl`), and the rewrites carry out the other two. Positive definiteness of \(q\) plays no part here: the sum rule holds for any \(S\) that admits such a family.

```lean
/-- Sum rule for unaugmented amplitudes in an S-orthonormal basis:
`∑ₖ |⟨v k, f⟩|² = ⟨f, S⁻¹ f⟩`. -/
theorem amplitudeWeight_eq {S : Matrix n n ℂ} {v : n → n → ℂ} (hv : IsSOrthonormal S v)
    (f : n → ℂ) : (amplitudeWeight v f : ℂ) = star f ⬝ᵥ (S⁻¹ *ᵥ f) := by
  have h : amplitudeWeight v f = pseudoNormSq ((orbitalMatrix v)ᴴ *ᵥ f) := rfl
  rw [h, pseudoNormSq_coe, ← completeness hv, ← Matrix.mulVec_mulVec,
    Matrix.dotProduct_mulVec (star f) (orbitalMatrix v), Matrix.star_mulVec,
    Matrix.conjTranspose_conjTranspose]
```

With only some of the orbitals, for instance the occupied ones, the sum is at most \(\langle f,S^{-1}f\rangle\), because nonnegative terms have been left out. The upper bound \(\|f\|^2\) remains, but \(B^\dagger f=0\) no longer guarantees equality, since \(f\) may have weight on an omitted orbital.

## The augmentation charges are positive definite

The entries of \(q\) are differences between overlaps of all-electron partial waves and overlaps of their pseudo counterparts inside the augmentation region. Positive definiteness says that every nonzero combination of partial waves carries more norm there in its all-electron form than in its pseudo form. A difference of overlap matrices need not have this property, so it is a condition on the pseudopotential, assumed here and not derived from its construction. Lean's `PosDef` also includes that \(q\) is Hermitian.

To find the missing weight by hand, set \(g=S^{-1}f\), \(c=B^\dagger g\) and \(w=Bqc\). Since \(Sg=f\),

\[
f=g+BqB^\dagger g=g+w .
\]

This is `overlap_split`. Positive definiteness enters through `overlap_posDef`, which makes \(S\) invertible.

```lean
/-- For positive definite `q`, every `f` is `S⁻¹ f` plus a combination of projector functions,
`f = S⁻¹ f + B q B† S⁻¹ f`. -/
theorem overlap_split (B : Matrix n m ℂ) {q : Matrix m m ℂ} (hq : q.PosDef) (f : n → ℂ) :
    f = (overlap B q)⁻¹ *ᵥ f + B *ᵥ (q *ᵥ (Bᴴ *ᵥ ((overlap B q)⁻¹ *ᵥ f))) := by
  have hdet := (Matrix.isUnit_iff_isUnit_det _).mp (overlap_posDef B hq).isUnit
  have h : overlap B q *ᵥ ((overlap B q)⁻¹ *ᵥ f) = f := by
    rw [Matrix.mulVec_mulVec, Matrix.mul_nonsing_inv _ hdet, Matrix.one_mulVec]
  generalize (overlap B q)⁻¹ *ᵥ f = g at h ⊢
  rw [← h]
  simp only [overlap, Matrix.add_mulVec, Matrix.one_mulVec, Matrix.mulVec_mulVec,
    Matrix.mul_assoc]
```

Now subtract the sum rule from the squared pseudo norm:

\[
\|f\|^2-\langle f,g\rangle=\langle f,w\rangle=\langle g,w\rangle+\|w\|^2 .
\]

Moving \(B\) to the other side of the inner product gives \(\langle g,Bqc\rangle=\langle B^\dagger g,qc\rangle=\langle c,qc\rangle\), hence

\[
\|f\|^2-\langle f,S^{-1}f\rangle=\langle c,qc\rangle+\|Bqc\|^2 .
\]

In `missing_weight`, `hg` is the step that moves \(B\). The proof then substitutes \(f=g+w\), expands the inner products, and lets `ring` cancel the common terms.

```lean
/-- The missing weight in closed form: for positive definite `q` and `c = B† S⁻¹ f`,
`‖f‖² - ⟨f, S⁻¹ f⟩ = ⟨c, q c⟩ + ‖B q c‖²`. -/
theorem missing_weight (B : Matrix n m ℂ) {q : Matrix m m ℂ} (hq : q.PosDef) (f : n → ℂ) :
    (pseudoNormSq f : ℂ) - star f ⬝ᵥ ((overlap B q)⁻¹ *ᵥ f) =
      star (Bᴴ *ᵥ ((overlap B q)⁻¹ *ᵥ f)) ⬝ᵥ (q *ᵥ (Bᴴ *ᵥ ((overlap B q)⁻¹ *ᵥ f))) +
        (pseudoNormSq (B *ᵥ (q *ᵥ (Bᴴ *ᵥ ((overlap B q)⁻¹ *ᵥ f)))) : ℂ) := by
  have h := overlap_split B hq f
  simp only [pseudoNormSq_coe]
  generalize (overlap B q)⁻¹ *ᵥ f = g at h ⊢
  -- move the projectors from one side of the inner product to the other
  have hg : star g ⬝ᵥ (B *ᵥ (q *ᵥ (Bᴴ *ᵥ g))) =
      star (Bᴴ *ᵥ g) ⬝ᵥ (q *ᵥ (Bᴴ *ᵥ g)) := by
    rw [Matrix.dotProduct_mulVec (star g) B, Matrix.star_mulVec,
      Matrix.conjTranspose_conjTranspose]
  rw [← hg]
  generalize B *ᵥ (q *ᵥ (Bᴴ *ᵥ g)) = w at h ⊢
  subst h
  simp only [star_add, add_dotProduct, dotProduct_add]
  ring
```

Both terms on the right are nonnegative, which proves the bound. If the missing weight is zero, then \(\langle c,qc\rangle=0\), and positive definiteness forces \(c=0\). Then \(w=0\), so \(f=g\) and \(B^\dagger f=B^\dagger g=c=0\). Conversely, if \(B^\dagger f=0\), then \(Sf=f\), so \(S^{-1}f=f\) and the sum rule returns \(\|f\|^2\).

The theorem `unaugmented_amplitudes` states the sum rule, the bound and the equality condition as one conjunction, for every `f`. Its proof takes real parts of the missing-weight identity. The facts `hN` and `hQ` are the signs of the two terms, and `linarith` deduces the bound. In the forward direction of the equivalence, a nonzero \(c\) would make `hpos` strictly positive and contradict equality. The reverse direction follows `hSf` and `hinv`, which are \(Sf=f\) and \(S^{-1}f=f\).

```lean
/-- For positive definite `q` and an S-orthonormal basis, the unaugmented amplitudes of `f` sum
to `⟨f, S⁻¹ f⟩`, which is at most `‖f‖²`, with equality exactly when `B† f = 0`. -/
theorem unaugmented_amplitudes (B : Matrix n m ℂ) {q : Matrix m m ℂ} (hq : q.PosDef)
    {v : n → n → ℂ} (hv : IsSOrthonormal (overlap B q) v) (f : n → ℂ) :
    (amplitudeWeight v f : ℂ) = star f ⬝ᵥ ((overlap B q)⁻¹ *ᵥ f) ∧
      amplitudeWeight v f ≤ pseudoNormSq f ∧
      (amplitudeWeight v f = pseudoNormSq f ↔ Bᴴ *ᵥ f = 0) := by
  have hw := amplitudeWeight_eq hv f
  have hd := missing_weight B hq f
  have hs := overlap_split B hq f
  rw [← hw] at hd
  generalize (overlap B q)⁻¹ *ᵥ f = g at hw hd hs ⊢
  have hre := congrArg Complex.re hd
  simp only [Complex.sub_re, Complex.add_re, Complex.ofReal_re] at hre
  have hN : 0 ≤ pseudoNormSq (B *ᵥ (q *ᵥ (Bᴴ *ᵥ g))) :=
    Finset.sum_nonneg fun _ _ => sq_nonneg _
  have hQ := (Complex.le_def.mp (hq.posSemidef.dotProduct_mulVec_nonneg (Bᴴ *ᵥ g))).1
  rw [Complex.zero_re] at hQ
  refine ⟨hw, by linarith, fun heq => ?_, fun hf => ?_⟩
  · -- no missing weight forces `B† g = 0`, and then `f = g`
    have hc : Bᴴ *ᵥ g = 0 := by
      by_contra hne
      have hpos := (Complex.lt_def.mp (hq.dotProduct_mulVec_pos hne)).1
      rw [Complex.zero_re] at hpos
      linarith
    rw [hc, Matrix.mulVec_zero, Matrix.mulVec_zero, add_zero] at hs
    rw [hs, hc]
  · -- outside projector space `S f = f`, hence `S⁻¹ f = f`
    have hSf : overlap B q *ᵥ f = f := by
      rw [overlap, Matrix.add_mulVec, Matrix.one_mulVec, ← Matrix.mulVec_mulVec, hf,
        Matrix.mulVec_zero, add_zero]
    have hdet := (Matrix.isUnit_iff_isUnit_det _).mp (overlap_posDef B hq).isUnit
    have hinv : (overlap B q)⁻¹ *ᵥ f = f := by
      conv_lhs => rw [← hSf]
      rw [Matrix.mulVec_mulVec, Matrix.nonsing_inv_mul _ hdet, Matrix.one_mulVec]
    have h := amplitudeWeight_eq hv f
    rw [hinv, ← pseudoNormSq_coe] at h
    exact_mod_cast h
```

One-dimensional examples with \(b=1\) show what fails when \(q\) is not positive definite. For \(q=0\) we have \(S=1\), and every \(f\) keeps its full norm even though \(\bar b f\neq0\) for \(f\neq0\): the bound holds, but the equality condition is wrong. For \(q=-1/2\) we have \(S=1/2\), so orbitals still exist, but the squared amplitude is \(2|f|^2\), twice the squared pseudo norm.

## The test function is arbitrary, and so is its augmented form

No condition is placed on \(f\), so the sum rule can be applied to \(Sf\) instead:

\[
\sum_k|\langle v_k,Sf\rangle|^2=\langle Sf,S^{-1}Sf\rangle=\langle Sf,f\rangle=\langle f,Sf\rangle .
\]

The last equality uses that \(S\) is Hermitian. Augmented amplitudes therefore recover the full S-norm. The proof of `augmented_amplitudes` makes the same substitution, cancels \(S^{-1}S\), and takes Hermiticity from `overlap_posDef`.

```lean
/-- For positive definite `q` and an S-orthonormal basis, the augmented amplitudes recover the
full S-norm: `∑ₖ |⟨v k, S f⟩|² = ⟨f, S f⟩`. -/
theorem augmented_amplitudes (B : Matrix n m ℂ) {q : Matrix m m ℂ} (hq : q.PosDef)
    {v : n → n → ℂ} (hv : IsSOrthonormal (overlap B q) v) (f : n → ℂ) :
    (amplitudeWeight v (overlap B q *ᵥ f) : ℂ) = star f ⬝ᵥ (overlap B q *ᵥ f) := by
  have hS := overlap_posDef B hq
  have hdet := (Matrix.isUnit_iff_isUnit_det _).mp hS.isUnit
  rw [amplitudeWeight_eq hv, Matrix.mulVec_mulVec, Matrix.nonsing_inv_mul _ hdet,
    Matrix.one_mulVec, Matrix.star_mulVec, hS.isHermitian.eq, ← Matrix.dotProduct_mulVec]
```

These are statements about overlaps of single vectors. They do not cover the augmentation of pair densities in exchange integrals, or the limit of an infinite basis.

## All the conditions met in two dimensions

Put the one-dimensional example along the first axis of \(\mathbb C^2\), with \(B=(1,0)^{\mathsf T}\) and \(q=3\). Then \(S=\mathrm{diag}(4,1)\), and one choice of S-orthonormal orbitals is \((1/2,0)\) and \((0,1)\). The unit vector \((1,0)\) lies along the projector and has amplitudes \(1/2\) and \(0\), so its weight is \(1/4\). Its augmented amplitudes are \(2\) and \(0\), whose squares sum to \(\langle f,Sf\rangle=4\). The vector \((0,1)\) is orthogonal to the projector and keeps all its weight.

The theorem below checks positive definiteness, orthonormality, the unit pseudo norm of \((1,0)\) and its weight \(1/4\). The orthonormality proof runs through the four index pairs with `fin_cases` and evaluates each inner product.

```lean
/-- One projector along the first axis of `ℂ²` with charge 3: the orbitals `(1/2, 0)` and
`(0, 1)` are S-orthonormal, and the unit vector `(1, 0)` keeps only the weight 1/4. -/
theorem unaugmented_amplitudes_witness :
    (Matrix.diagonal fun _ : Fin 1 => (3 : ℂ)).PosDef ∧
      IsSOrthonormal (overlap !![(1 : ℂ); 0] (Matrix.diagonal fun _ : Fin 1 => (3 : ℂ)))
        ![![1 / 2, 0], ![0, 1]] ∧
      pseudoNormSq ![(1 : ℂ), 0] = 1 ∧
      amplitudeWeight ![![1 / 2, 0], ![0, 1]] ![(1 : ℂ), 0] = 1 / 4 := by
  refine ⟨Matrix.PosDef.diagonal fun _ => ?_, fun i j => ?_, ?_, ?_⟩
  · rw [Complex.lt_def]
    norm_num
  · have h2 : (starRingEnd ℂ) 2 = 2 := map_ofNat (starRingEnd ℂ) 2
    fin_cases i <;> fin_cases j <;>
      simp [overlap, Matrix.mulVec, Matrix.vecMul, dotProduct, Fin.sum_univ_succ, h2]
    norm_num
  · simp [pseudoNormSq, Fin.sum_univ_succ]
  · simp [amplitudeWeight, dotProduct, Fin.sum_univ_succ]
    norm_num

end

end UltrasoftAmplitudes
```

```lean
#print axioms UltrasoftAmplitudes.unaugmented_amplitudes
#print axioms UltrasoftAmplitudes.augmented_amplitudes
```

```
'UltrasoftAmplitudes.unaugmented_amplitudes' depends on axioms: [propext, Classical.choice, Quot.sound]
'UltrasoftAmplitudes.augmented_amplitudes' depends on axioms: [propext, Classical.choice, Quot.sound]
```
